# Localised magnons on balanced induced even cycles of regular spin-1/2 Heisenberg graphs

## How a flipped spin leaks off a ring

Take a ring of sites inside a larger Heisenberg magnet, and spread one flipped spin over it with amplitudes $+1,-1,+1,\dots$. If some site outside the ring is coupled to just one ring site, exchange carries amplitude out to it, and the state is not stationary. Alternating signs alone do not confine the magnon. The contributions that reach each outside site must also cancel, and this is a condition on the graph that can be checked by counting neighbours.

## The model and the claim

Let $G$ be a finite graph with a spin-1/2 on each vertex and

$$H=\sum_{\{i,j\}\in E(G)}\left(\tfrac14-\mathbf S_i\cdot\mathbf S_j\right).$$

Here $E(G)$ is the edge set, $\hbar=1$, and all bonds have the same ferromagnetic coupling, set to one. The fully polarised state has energy zero, so the energies below are excitation energies above it.

Let $c_0,\dots,c_{2m-1}$ be an induced cycle in $G$: two of its sites are adjacent in $G$ only if they are consecutive on the cycle. Call it balanced if every vertex off the cycle has as many neighbours among the even-numbered cycle sites as among the odd-numbered ones. Write $|v\rangle$ for the configuration flipped only at $v$, and set

$$|\psi\rangle=\sum_{k=0}^{2m-1}(-1)^k|c_k\rangle .$$

If every vertex of $G$ has $z$ neighbours, $m\ge2$ and the cycle is balanced, then $|\psi\rangle\neq0$ and $H|\psi\rangle=\frac{z+2}{2}|\psi\rangle$. The normalised state has amplitudes $(-1)^k/\sqrt{2m}$.

Conversely, if $H|\psi\rangle=E|\psi\rangle$ for some number $E$, the cycle is balanced. This direction needs neither regularity nor $m\ge2$.

When a finite, uniformly coupled spin-1/2 cluster is regular and contains a balanced induced even cycle of at least four sites, the first result gives a known eigenpair in the one-flip sector against which an exact-diagonalisation code can be tested.

## From spin exchange to a neighbour count

**One bond.** Let $P_{ij}$ exchange the spins at $i$ and $j$. On parallel spins the $S^xS^x$ and $S^yS^y$ terms cancel and $S^zS^z$ gives $\frac14$, so the bond operator gives zero. On antiparallel spins $S^zS^z$ gives $-\frac14$, and the two transverse terms together give $\frac12P_{ij}$. In both cases

$$\tfrac14-\mathbf S_i\cdot\mathbf S_j=\tfrac12(1-P_{ij}).$$

**One flip.** For a state $\sum_v a_v|v\rangle$, only bonds touching $v$ contribute to the new amplitude at $v$:

$$(Ha)_v=\tfrac12\sum_{w\sim v}(a_v-a_w)=\tfrac12\Big(\deg(v)\,a_v-\sum_{w\sim v}a_w\Big),$$

where $w\sim v$ means that $w$ is adjacent to $v$. This is half the graph Laplacian.

**On the cycle.** Now let $a$ be the alternating amplitude. Since the cycle is induced and has at least four sites, $c_k$ has exactly two neighbours on it. The even length gives both the sign $-(-1)^k$, including across the closing bond. Neighbours off the cycle have zero amplitude. Hence

$$(Ha)_{c_k}=\tfrac12\big(z(-1)^k+2(-1)^k\big)=\tfrac{z+2}{2}\,a_{c_k}.$$

**Off the cycle.** Here $a_v=0$. If $v$ has $n_{\rm even}$ and $n_{\rm odd}$ neighbours on the two classes, then

$$(Ha)_v=-\tfrac12(n_{\rm even}-n_{\rm odd}).$$

Balance makes this zero, as the eigenvalue equation requires. Conversely, an eigenvalue equation with any $E$ demands $(Ha)_v=E\cdot0=0$, which forces $n_{\rm even}=n_{\rm odd}$.

**The octahedron.** Each pole is adjacent to all four equatorial sites, two of each class. With $z=4$, the alternating equatorial state has energy $3$.

## Reading the Lean statement

A `State V` assigns a complex amplitude to each configuration `V → Bool`, with `true` for a flipped spin. The operators `spinX`, `spinY` and `spinZ` are the usual spin-1/2 matrices, with the unflipped spin as $S^z=+\frac12$. `heisenberg` sums over ordered adjacent pairs and halves the result, so each edge counts once.

The type `cycleGraph (2 * m) ↪g G` expresses an induced cycle, because a graph embedding preserves both adjacency and non-adjacency. `Balanced` is the equality of the two neighbour counts, and `hG` is $z$-regularity. `oneFlip (alternating c)` is the unnormalised $|\psi\rangle$.

The theorems concern a single magnon. They do not locate its energy within the spectrum or treat states with several flips.

```lean
import Mathlib

open SimpleGraph

namespace LocalisedMagnon

noncomputable section

variable {V : Type*} [Fintype V] [DecidableEq V]

/-- A many-spin state: a complex amplitude for each configuration (`true` is a flipped spin). -/
abbrev State (V : Type*) := (V → Bool) → ℂ

/-- The configuration with the spin at site `i` reversed. -/
def flipAt (i : V) (σ : V → Bool) : V → Bool := Function.update σ i (!σ i)

/-- The spin-1/2 operator `S^x` at site `i`. -/
def spinX (i : V) (ψ : State V) : State V := fun σ => 1 / 2 * ψ (flipAt i σ)

/-- The spin-1/2 operator `S^y` at site `i`. -/
def spinY (i : V) (ψ : State V) : State V :=
  fun σ => (if σ i = true then Complex.I / 2 else -Complex.I / 2) * ψ (flipAt i σ)

/-- The spin-1/2 operator `S^z` at site `i`. -/
def spinZ (i : V) (ψ : State V) : State V :=
  fun σ => (if σ i = true then -1 / 2 else 1 / 2) * ψ σ

/-- The scalar product `S_i · S_j` of two spins. -/
def spinDot (i j : V) (ψ : State V) : State V := fun σ =>
  spinX i (spinX j ψ) σ + spinY i (spinY j ψ) σ + spinZ i (spinZ j ψ) σ

/-- The Heisenberg Hamiltonian, the sum of `1/4 - S_i · S_j` over the edges of `G`
(written as half the sum over ordered adjacent pairs). -/
def heisenberg (G : SimpleGraph V) [DecidableRel G.Adj] (ψ : State V) : State V := fun σ =>
  1 / 2 * ∑ i, ∑ j, if G.Adj i j then ψ σ / 4 - spinDot i j ψ σ else 0

/-- The configuration in which only the spin at `v` is flipped. -/
def flipped (v : V) : V → Bool := fun w => decide (w = v)

/-- The one-flip state with amplitude `a v` for the flip sitting at `v`. -/
def oneFlip (a : V → ℂ) : State V := fun σ => ∑ v, a v * (if σ = flipped v then 1 else 0)

omit [Fintype V] in
/-- On two distinct sites, `1/4 - S_i · S_j` is half of the identity minus the spin exchange. -/
theorem bond_eq_exchange {i j : V} (hij : i ≠ j) (ψ : State V) (σ : V → Bool) :
    ψ σ / 4 - spinDot i j ψ σ = (ψ σ - ψ (σ ∘ Equiv.swap i j)) / 2 := by
  have hf : flipAt i σ j = σ j := by
    simp only [flipAt, Function.update_of_ne hij.symm]
  by_cases h : σ i = σ j
  · -- parallel spins: the exchange does nothing
    have hs : σ ∘ Equiv.swap i j = σ := by
      funext w
      by_cases hi : w = i
      · rw [hi]; simp [h]
      by_cases hj : w = j
      · rw [hj]; simp [h]
      simp [Equiv.swap_apply_of_ne_of_ne hi hj]
    rw [hs]
    cases hj : σ j <;>
    · simp only [spinDot, spinX, spinY, spinZ, hf, h, hj, Bool.false_eq_true, ↓reduceIte]
      linear_combination (-(ψ (flipAt j (flipAt i σ))) / 4) * Complex.I_sq
  · -- antiparallel spins: flipping both is the exchange
    have h1 : (!σ j) = σ i := by
      cases hi : σ i <;> cases hj : σ j <;> simp_all
    have h2 : (!σ i) = σ j := by rw [← h1, Bool.not_not]
    have hs : flipAt j (flipAt i σ) = σ ∘ Equiv.swap i j := by
      funext w
      by_cases hj : w = j
      · rw [hj, Function.comp_apply, Equiv.swap_apply_right, ← h1, ← hf]
        simp only [flipAt, Function.update_self]
      by_cases hi : w = i
      · rw [hi, Function.comp_apply, Equiv.swap_apply_left, ← h2]
        simp only [flipAt, Function.update_of_ne hij, Function.update_self]
      simp [flipAt, Function.update_apply, hi, hj, Equiv.swap_apply_of_ne_of_ne hi hj]
    rw [← hs]
    cases hi : σ i <;> cases hj : σ j <;> first
      | exact absurd (hi.trans hj.symm) h
      | (simp only [spinDot, spinX, spinY, spinZ, hf, hi, hj, Bool.false_eq_true, ↓reduceIte]
         linear_combination (ψ (flipAt j (flipAt i σ)) / 4) * Complex.I_sq)

/-- The amplitude of a one-flip state on the configuration flipped at `u` is `a u`. -/
theorem oneFlip_flipped (a : V → ℂ) (u : V) : oneFlip a (flipped u) = a u := by
  have h : ∀ v, flipped u = flipped v ↔ u = v := fun v =>
    ⟨fun h => by simpa [flipped] using congrFun h u, fun h => by rw [h]⟩
  simp [oneFlip, h]

/-- Exchanging two spins of the configuration exchanges the two amplitudes. -/
theorem oneFlip_swap (a : V → ℂ) (i j : V) (σ : V → Bool) :
    oneFlip a (σ ∘ Equiv.swap i j) = oneFlip (fun v => a (Equiv.swap i j v)) σ := by
  unfold oneFlip
  refine (Equiv.sum_comp (Equiv.swap i j) _).symm.trans (Finset.sum_congr rfl fun v _ => ?_)
  have h : σ ∘ Equiv.swap i j = flipped (Equiv.swap i j v) ↔ σ = flipped v := by
    constructor
    · intro h
      funext w
      simpa [flipped] using congrFun h (Equiv.swap i j w)
    · intro h
      funext w
      simp [h, flipped, Equiv.swap_apply_eq_iff]
  simp only [h]

variable {G : SimpleGraph V} [DecidableRel G.Adj]

/-- On one-flip states the Hamiltonian acts as half the graph Laplacian on the amplitudes. -/
theorem heisenberg_oneFlip (a : V → ℂ) : heisenberg G (oneFlip a) =
    oneFlip (fun v => (G.degree v * a v - ∑ w, if G.Adj v w then a w else 0) / 2) := by
  funext σ
  have hex : heisenberg G (oneFlip a) σ = 1 / 2 * ∑ i, ∑ j, if G.Adj i j then
      (oneFlip a σ - oneFlip (fun v => a (Equiv.swap i j v)) σ) / 2 else 0 := by
    simp only [heisenberg]
    congr 1
    refine Finset.sum_congr rfl fun i _ => Finset.sum_congr rfl fun j _ => ?_
    split_ifs with h
    · rw [bond_eq_exchange h.ne, oneFlip_swap]
    · rfl
  rw [hex]
  by_cases hσ : ∃ u, σ = flipped u
  · obtain ⟨u, rfl⟩ := hσ
    simp only [oneFlip_flipped]
    -- only bonds that touch the flipped site contribute
    have ht : ∀ i j, (if G.Adj i j then (a u - a (Equiv.swap i j u)) / 2 else 0) =
        (if u = i then (if G.Adj u j then a u - a j else 0) / 2 else 0) +
        (if u = j then (if G.Adj u i then a u - a i else 0) / 2 else 0) := by
      intro i j
      by_cases hi : u = i
      · subst hi
        by_cases hA : G.Adj u j
        · simp [hA, hA.ne]
        · by_cases hj : u = j
          · subst hj; simp
          · simp [hA, hj]
      by_cases hj : u = j
      · subst hj
        by_cases hA : G.Adj u i <;> simp [hi, hA, G.adj_comm i u]
      simp [hi, hj, Equiv.swap_apply_of_ne_of_ne hi hj]
    have h1 : ∑ i, ∑ j, (if u = i then (if G.Adj u j then a u - a j else 0) / 2 else 0) =
        ∑ j, (if G.Adj u j then a u - a j else 0) / 2 := by
      rw [Finset.sum_comm]; simp
    have h2 : ∑ i, ∑ j, (if u = j then (if G.Adj u i then a u - a i else 0) / 2 else 0) =
        ∑ i, (if G.Adj u i then a u - a i else 0) / 2 := by simp
    have hd : (Finset.univ.filter fun w => G.Adj u w).card = G.degree u := by
      rw [← G.card_neighborFinset_eq_degree]
      congr 1
      ext w
      simp
    have h3 : ∑ w, (if G.Adj u w then a u - a w else 0) =
        G.degree u * a u - ∑ w, if G.Adj u w then a w else 0 := by
      rw [← hd, ← nsmul_eq_mul, ← Finset.sum_const, Finset.sum_filter,
        ← Finset.sum_sub_distrib]
      refine Finset.sum_congr rfl fun w _ => ?_
      split_ifs <;> simp
    simp only [ht, Finset.sum_add_distrib]
    rw [h1, h2, ← Finset.sum_div, h3]
    ring
  · have h0 : ∀ b : V → ℂ, oneFlip b σ = 0 := fun b =>
      Finset.sum_eq_zero fun v _ => by rw [if_neg fun h => hσ ⟨v, h⟩, mul_zero]
    simp [h0]

variable {m : ℕ}

/-- The amplitude `+1, -1, +1, ...` around an induced even cycle, and zero elsewhere. -/
def alternating (c : cycleGraph (2 * m) ↪g G) : V → ℂ :=
  fun v => ∑ k, if c k = v then (-1) ^ k.val else 0

/-- Every vertex off the cycle has as many neighbours on even as on odd cycle sites. -/
def Balanced (c : cycleGraph (2 * m) ↪g G) : Prop :=
  ∀ v, (∀ k, c k ≠ v) →
    (Finset.univ.filter fun k => G.Adj v (c k) ∧ Even k.val).card =
    (Finset.univ.filter fun k => G.Adj v (c k) ∧ Odd k.val).card

/-- The alternating amplitude summed over the neighbours of `v` is the sum of the signs of
the cycle sites adjacent to `v`. -/
theorem neighbour_sum (c : cycleGraph (2 * m) ↪g G) (v : V) :
    (∑ w, if G.Adj v w then alternating c w else 0) =
      ∑ k, if G.Adj v (c k) then (-1 : ℂ) ^ k.val else 0 := by
  have h : ∀ w, (if G.Adj v w then alternating c w else 0) =
      ∑ k, if c k = w then (if G.Adj v w then (-1 : ℂ) ^ k.val else 0) else 0 := by
    intro w
    by_cases h : G.Adj v w <;> simp [h, alternating]
  simp only [h]
  rw [Finset.sum_comm]
  simp

omit [Fintype V] [DecidableEq V] in
/-- The signs of the cycle sites adjacent to `v` add up to the number of even neighbours
minus the number of odd neighbours. -/
theorem signed_count (c : cycleGraph (2 * m) ↪g G) (v : V) :
    (∑ k, if G.Adj v (c k) then (-1 : ℂ) ^ k.val else 0) =
      ((Finset.univ.filter fun k => G.Adj v (c k) ∧ Even k.val).card : ℂ) -
      ((Finset.univ.filter fun k => G.Adj v (c k) ∧ Odd k.val).card : ℂ) := by
  rw [Finset.card_filter, Finset.card_filter]
  push_cast
  rw [← Finset.sum_sub_distrib]
  refine Finset.sum_congr rfl fun k _ => ?_
  by_cases h : G.Adj v (c k)
  · rcases Nat.even_or_odd k.val with hk | hk
    · have hn : ¬ Odd k.val := Nat.not_odd_iff_even.2 hk
      simp [h, hk, hn, hk.neg_one_pow]
    · have hn : ¬ Even k.val := Nat.not_even_iff_odd.2 hk
      simp [h, hk, hn, hk.neg_one_pow]
  · simp [h]

omit [Fintype V] [DecidableEq V] in
/-- At a cycle site the signs of the adjacent cycle sites add up to `-2` times its own sign. -/
theorem cycle_sum (hm : 2 ≤ m) (c : cycleGraph (2 * m) ↪g G) (k : Fin (2 * m)) :
    (∑ l, if G.Adj (c k) (c l) then (-1 : ℂ) ^ l.val else 0) = -2 * (-1) ^ k.val := by
  have hdeg : ∀ N, 3 ≤ N → ∀ (d : cycleGraph N ↪g G) (k : Fin N),
      (Finset.univ.filter fun l => G.Adj (d k) (d l)).card = 2 := by
    intro N hN d k
    obtain ⟨n, rfl⟩ : ∃ n, N = n + 3 := ⟨N - 3, by omega⟩
    have h := cycleGraph_degree_three_le (v := k)
    rw [← card_neighborFinset_eq_degree] at h
    refine Eq.trans ?_ h
    congr 1
    ext l
    simp [d.map_adj_iff]
  -- neighbouring sites of an even cycle have opposite parity
  have hpar : ∀ p q : Fin (2 * m), (p - q).val = 1 → (p.val + q.val) % 2 = 1 := by
    intro p q h
    have h' : (2 * m - q.val + p.val) % (2 * m) = 1 := by
      rw [Fin.sub_def] at h
      exact h
    have e := Nat.div_add_mod (2 * m - q.val + p.val) (2 * m)
    rw [h', mul_assoc] at e
    generalize m * ((2 * m - q.val + p.val) / (2 * m)) = t at e
    have := q.isLt
    omega
  have hsign : ∀ l, G.Adj (c k) (c l) → (-1 : ℂ) ^ l.val = -(-1) ^ k.val := by
    intro l h
    rw [c.map_adj_iff, cycleGraph_adj'] at h
    have ho : (k.val + l.val) % 2 = 1 := by
      rcases h with h | h
      · exact hpar k l h
      · have := hpar l k h
        omega
    have h1 : (-1 : ℂ) ^ k.val * (-1) ^ l.val = -1 := by
      rw [← pow_add]
      exact (Nat.odd_iff.2 ho).neg_one_pow
    have h2 : (-1 : ℂ) ^ k.val * (-1) ^ k.val = 1 := by
      rw [← mul_pow]; simp
    linear_combination (-1 : ℂ) ^ k.val * h1 - (-1 : ℂ) ^ l.val * h2
  rw [← Finset.sum_filter, Finset.sum_congr rfl fun l hl => hsign l (Finset.mem_filter.1 hl).2,
    Finset.sum_const, hdeg _ (by omega) c k, nsmul_eq_mul]
  push_cast
  ring

/-- Localised magnon: on a `z`-regular graph with a balanced induced cycle of even length at
least four, the alternating one-flip state is an eigenvector with energy `(z + 2) / 2`. -/
theorem localised_magnon {z : ℕ} (hG : G.IsRegularOfDegree z) (hm : 2 ≤ m)
    (c : cycleGraph (2 * m) ↪g G) (hc : Balanced c) :
    oneFlip (alternating c) ≠ 0 ∧
    heisenberg G (oneFlip (alternating c)) =
      (((z : ℂ) + 2) / 2) • oneFlip (alternating c) := by
  have hon : ∀ k, alternating c (c k) = (-1) ^ k.val := fun k => by
    simp [alternating, c.injective.eq_iff]
  constructor
  · intro h
    have h0 := congrFun h (flipped (c ⟨0, by omega⟩))
    rw [oneFlip_flipped, hon] at h0
    simp at h0
  · have hv : ∀ v, (G.degree v * alternating c v -
        ∑ w, if G.Adj v w then alternating c w else 0) / 2 =
        ((z : ℂ) + 2) / 2 * alternating c v := by
      intro v
      rw [neighbour_sum, hG v]
      by_cases h : ∃ k, c k = v
      · obtain ⟨k, rfl⟩ := h
        rw [cycle_sum hm, hon]
        ring
      · -- off the cycle the hopping amplitudes interfere destructively
        have hne : ∀ k, c k ≠ v := fun k hk => h ⟨k, hk⟩
        rw [signed_count, hc v hne]
        simp [alternating, hne]
    rw [heisenberg_oneFlip]
    simp only [hv]
    funext σ
    simp only [oneFlip, Pi.smul_apply, smul_eq_mul, Finset.mul_sum, mul_assoc]

/-- Conversely, if the alternating one-flip state is an eigenvector with any energy `E`, then
the cycle is balanced. -/
theorem balanced_of_eigenvector (c : cycleGraph (2 * m) ↪g G) (E : ℂ)
    (h : heisenberg G (oneFlip (alternating c)) = E • oneFlip (alternating c)) :
    Balanced c := by
  intro v hv
  have h0 : alternating c v = 0 := by simp [alternating, hv]
  have h1 := congrFun h (flipped v)
  rw [heisenberg_oneFlip, Pi.smul_apply, oneFlip_flipped, oneFlip_flipped, neighbour_sum,
    signed_count, h0, smul_eq_mul] at h1
  have h2 : ((Finset.univ.filter fun k => G.Adj v (c k) ∧ Even k.val).card : ℂ) =
      ((Finset.univ.filter fun k => G.Adj v (c k) ∧ Odd k.val).card : ℂ) := by
    linear_combination -2 * h1
  exact_mod_cast h2

/-- The octahedron: six sites, each joined to all others except the opposite one. -/
def octahedron : SimpleGraph (Fin 6) := SimpleGraph.comap (fun i : Fin 6 => i.val % 3) ⊤

instance : DecidableRel octahedron.Adj :=
  fun i j => inferInstanceAs (Decidable (i.val % 3 ≠ j.val % 3))

/-- The equatorial four-cycle of the octahedron. -/
def equator : cycleGraph (2 * 2) ↪g octahedron where
  toFun := ![0, 1, 3, 4]
  inj' := by decide
  map_rel_iff' := by
    intro a b
    rw [cycleGraph_adj']
    revert a b
    decide

/-- The octahedron is 4-regular and its equator is a balanced induced four-cycle. -/
theorem localised_magnon_witness :
    octahedron.IsRegularOfDegree 4 ∧ Balanced equator := by
  constructor
  · intro v
    revert v
    decide
  · unfold Balanced
    decide

end

end LocalisedMagnon
```

```lean
#print axioms LocalisedMagnon.localised_magnon
-- 'LocalisedMagnon.localised_magnon' depends on axioms: [propext, Classical.choice, Quot.sound]
#print axioms LocalisedMagnon.balanced_of_eigenvector
-- 'LocalisedMagnon.balanced_of_eigenvector' depends on axioms: [propext, Classical.choice, Quot.sound]
```

## How the proof follows the calculation

`bond_eq_exchange` splits into parallel and antiparallel spins. In each case `linear_combination` finishes the algebra, using that the imaginary unit squares to $-1$.

`oneFlip_flipped` reads off an amplitude, and `oneFlip_swap` moves an exchange from the configuration to the amplitudes. `heisenberg_oneFlip` combines them into the Laplacian formula. For a flip at `u`, it separates the ordered pairs starting at `u` from those ending there; the two equal sums cancel the factor $\frac12$ in `heisenberg`. On configurations without exactly one flip, both sides vanish.

`neighbour_sum` swaps two finite sums to turn the neighbour sum into a sum over cycle sites, and `signed_count` writes that as even count minus odd count. For $m\ge2$, `cycle_sum` supplies the value $-2(-1)^k$ on the cycle: Mathlib's degree theorem gives the two neighbours, and modular arithmetic gives their opposite parity.

`localised_magnon` obtains non-vanishing from the amplitude at $c_0$, then treats vertices on and off the cycle separately. `balanced_of_eigenvector` evaluates the eigenvalue equation at an outside vertex. `localised_magnon_witness` checks by `decide` that the octahedron is 4-regular and its equator balanced, so `localised_magnon` applies to it.
